# Reconstructing a qubit state from the four outcome probabilities of the tetrahedral measurement

Q: Which measurement is this, and in what conventions?

A: The problem is to determine an unknown qubit state, with density matrix $\rho$, from the outcome probabilities of one fixed measurement with four outcomes $k=0,\dots,3$. Let $v_k$ be the vectors $(1,1,1)$, $(1,-1,-1)$, $(-1,1,-1)$, $(-1,-1,1)$, let $c=1/\sqrt3$, and let $n_k=c\,v_k$. With $\sigma$ the vector of Pauli matrices, outcome $k$ has the effect, or POVM element,
$$E_k=\tfrac14(I+n_k\cdot\sigma).$$
In the state $\rho$ this outcome has the probability $\mathrm{Tr}(\rho E_k)$.

```lean
import Mathlib

open Matrix
open scoped ComplexOrder

namespace TetrahedralPOVM

noncomputable section
```

Components are numbered from 0, so `pauli 0` is $\sigma_x$.

```lean
/-- The three Pauli matrices, in the order x, y, z. -/
def pauli : Fin 3 → Matrix (Fin 2) (Fin 2) ℂ :=
  ![!![0, 1; 1, 0], !![0, -Complex.I; Complex.I, 0], !![1, 0; 0, -1]]
```

The corners $v_k$ are stored unnormalised.

```lean
/-- Four alternate corners of a cube, which are the vertices of a regular tetrahedron. -/
def vertex : Fin 4 → Fin 3 → ℝ :=
  ![![1, 1, 1], ![1, -1, -1], ![-1, 1, -1], ![-1, -1, 1]]
```

The constant $c$ is `scale`, and the unit vector $n_k$ is `direction k`.

```lean
/-- The factor `1/√3` that scales the vertices to unit length. -/
def scale : ℝ := 1 / √3

/-- The Bloch vector `n_k` of the `k`-th outcome. -/
def direction (k : Fin 4) (i : Fin 3) : ℝ := scale * vertex k i
```

In `effect`, the `1` inside the bracket is the identity matrix.

```lean
/-- The effect `E_k = (I + n_k · σ) / 4` of the `k`-th outcome. -/
def effect (k : Fin 4) : Matrix (Fin 2) (Fin 2) ℂ :=
  (1 / 4 : ℂ) • (1 + ∑ i, (direction k i : ℂ) • pauli i)
```

Q: The proofs presumably work with matrix entries. What do they need?

A: They need $c^2=1/3$ and the entries of $E_k$ in the $\sigma_z$ basis. Matrix identities are then split into four scalar ones. Where one of these rests on $c^2=1/3$ or $i^2=-1$, the proof writes out the multiples of the equations to be used, and `linear_combination` checks that they close it.

```lean
/-- The square of the scaling factor is `1/3`. -/
theorem scale_sq : (scale : ℂ) ^ 2 = 1 / 3 := by
  have h : scale ^ 2 = 1 / 3 := by
    rw [scale, div_pow, Real.sq_sqrt (by norm_num)]
    norm_num
  rw [← Complex.ofReal_pow, h]
  norm_num

/-- The entries of the effect `E_k` in the basis in which `σ_z` is diagonal. -/
theorem effect_eq (k : Fin 4) : effect k =
    !![(1 + (scale : ℂ) * (vertex k 2 : ℂ)) / 4,
       ((scale : ℂ) * (vertex k 0 : ℂ) - Complex.I * ((scale : ℂ) * (vertex k 1 : ℂ))) / 4;
       ((scale : ℂ) * (vertex k 0 : ℂ) + Complex.I * ((scale : ℂ) * (vertex k 1 : ℂ))) / 4,
       (1 - (scale : ℂ) * (vertex k 2 : ℂ)) / 4] := by
  ext i j
  fin_cases i <;> fin_cases j <;>
    simp [effect, direction, pauli, Fin.sum_univ_three] <;> ring
```

Q: I see no POVM type. What makes these matrices a measurement?

A: Two theorems together: positivity and completeness. Since $|n_k|=1$, we have $(n_k\cdot\sigma)^2=I$, and so
$$E_k^2=\tfrac1{16}(2I+2n_k\cdot\sigma)=\tfrac12E_k.$$
Each effect is therefore half a projector. In the proof, `hn` is the unit length of $n_k$.

```lean
/-- Each effect is half a projector: `E_k² = E_k / 2`. -/
theorem effect_mul_self (k : Fin 4) : effect k * effect k = (1 / 2 : ℂ) • effect k := by
  have hv : (vertex k 0 : ℂ) ^ 2 + (vertex k 1 : ℂ) ^ 2 + (vertex k 2 : ℂ) ^ 2 = 3 := by
    fin_cases k <;> simp [vertex] <;> norm_num
  -- the Bloch vector has unit length
  have hn : (scale : ℂ) ^ 2 *
      ((vertex k 0 : ℂ) ^ 2 + (vertex k 1 : ℂ) ^ 2 + (vertex k 2 : ℂ) ^ 2) = 1 := by
    linear_combination 3 * scale_sq + (scale : ℂ) ^ 2 * hv
  ext i j
  fin_cases i <;> fin_cases j <;>
    simp [effect_eq, Matrix.mul_apply, Fin.sum_univ_two]
  · linear_combination hn / 16 -
      (scale : ℂ) ^ 2 * (vertex k 1 : ℂ) ^ 2 / 16 * Complex.I_sq
  · ring
  · ring
  · linear_combination hn / 16 -
      (scale : ℂ) ^ 2 * (vertex k 1 : ℂ) ^ 2 / 16 * Complex.I_sq
```

Because $E_k$ is Hermitian, $E_k=2E_k^2=E_k^\dagger E_k+E_k^\dagger E_k$, a sum of two positive semidefinite matrices. The proof uses exactly this splitting.

```lean
/-- Each effect is a positive semidefinite matrix. -/
theorem effect_posSemidef (k : Fin 4) : (effect k).PosSemidef := by
  have hH : (effect k)ᴴ = effect k := by
    ext i j
    fin_cases i <;> fin_cases j <;> simp [effect_eq, Matrix.conjTranspose_apply]
    ring
  -- twice the square of a Hermitian matrix is positive
  have h : effect k = (effect k)ᴴ * effect k + (effect k)ᴴ * effect k := by
    rw [hH, effect_mul_self]
    module
  rw [h]
  exact (posSemidef_conjTranspose_mul_self _).add (posSemidef_conjTranspose_mul_self _)
```

Completeness follows from $\sum_k n_k=0$, which leaves $\sum_kE_k=4\cdot\tfrac14I=I$.

```lean
/-- The four effects sum to the identity. -/
theorem sum_effect : ∑ k, effect k = 1 := by
  ext i j
  fin_cases i <;> fin_cases j <;>
    simp [effect_eq, Fin.sum_univ_four, vertex] <;> ring
```

Q: Where does the tetrahedron enter, beyond the vectors summing to zero?

A: In the equal angles. From $\mathrm{Tr}\,\sigma_a=0$ and $\mathrm{Tr}(\sigma_a\sigma_b)=2\delta_{ab}$,
$$\mathrm{Tr}(E_jE_k)=\tfrac18(1+n_j\cdot n_k).$$
This is $1/4$ for $j=k$. For $j\ne k$ we have $n_j\cdot n_k=-1/3$, which gives $1/12$. The proof establishes the general formula as `h`, then checks all sixteen pairs.

```lean
/-- The measurement is symmetric: `Tr(E_j E_k)` is `1/4` for equal outcomes and `1/12` for
any two different ones. -/
theorem trace_effect_mul (j k : Fin 4) :
    (effect j * effect k).trace = if j = k then 1 / 4 else 1 / 12 := by
  -- the overlap depends only on the angle between the Bloch vectors
  have h : (effect j * effect k).trace = (1 + (scale : ℂ) ^ 2 *
      (vertex j 0 * vertex k 0 + vertex j 1 * vertex k 1 + vertex j 2 * vertex k 2)) / 8 := by
    simp [effect_eq, Matrix.trace_fin_two]
    linear_combination
      (-((scale : ℂ) ^ 2 * vertex j 1 * vertex k 1 / 8)) * Complex.I_sq
  rw [h, scale_sq]
  fin_cases j <;> fin_cases k <;> simp [vertex] <;> norm_num
```

Q: And the reconstruction?

A: Write any complex $2\times2$ matrix as $A=\tfrac12(a_0I+a\cdot\sigma)$, with $a_0=\mathrm{Tr}A$ and $a$ a complex vector. Then $\mathrm{Tr}(AE_k)=\tfrac14(a_0+a\cdot n_k)$, so
$$6\,\mathrm{Tr}(AE_k)-\mathrm{Tr}A=\tfrac12a_0+\tfrac32\,a\cdot n_k.$$
Multiply by $E_k$ and sum. The terms linear in $n_k$ cancel, and $\sum_k(a\cdot n_k)\,n_k=\tfrac43a$, leaving
$$\tfrac14\left(2a_0I+2\,a\cdot\sigma\right)=A.$$
The Lean proof verifies the same cancellation entry by entry.

```lean
/-- Every complex 2 by 2 matrix `A` equals `∑ (6 Tr(A E_k) - Tr A) E_k`. -/
theorem reconstruction (A : Matrix (Fin 2) (Fin 2) ℂ) :
    A = ∑ k, (6 * (A * effect k).trace - A.trace) • effect k := by
  have hs := scale_sq
  have hI := Complex.I_sq
  -- terms linear in the Bloch vectors cancel, quadratic ones use `scale² = 1/3`
  ext i j
  fin_cases i <;> fin_cases j <;>
    simp [effect_eq, Matrix.trace_fin_two, Matrix.mul_apply, Fin.sum_univ_two,
      Fin.sum_univ_four, vertex]
  · linear_combination (-(3 / 2) * (A 0 0 - A 1 1)) * hs
  · linear_combination (-3 * A 0 1) * hs +
      (3 / 2 * (scale : ℂ) ^ 2 * (A 0 1 - A 1 0)) * hI
  · linear_combination (-3 * A 1 0) * hs -
      (3 / 2 * (scale : ℂ) ^ 2 * (A 0 1 - A 1 0)) * hI
  · linear_combination (3 / 2 * (A 0 0 - A 1 1)) * hs
```

Q: The state version assumes only trace one. Shouldn't $\rho$ be a density matrix?

A: Every qubit density matrix satisfies that hypothesis, which stands for normalisation of the total probability. The formula needs neither Hermiticity nor positivity, so the theorem includes the physical case and more.

```lean
/-- State tomography: a 2 by 2 matrix `ρ` of trace one is recovered from the numbers
`Tr(ρ E_k)` as `ρ = ∑ (6 Tr(ρ E_k) - 1) E_k`. -/
theorem state_reconstruction (ρ : Matrix (Fin 2) (Fin 2) ℂ) (hρ : ρ.trace = 1) :
    ρ = ∑ k, (6 * (ρ * effect k).trace - 1) • effect k := by
  have h := reconstruction ρ
  rw [hρ] at h
  exact h
```

Q: Then I can insert measured frequencies and get a state?

A: Not always. Identifying recorded frequencies with $\mathrm{Tr}(\rho E_k)$ is the step from the model to the laboratory, and no hypothesis here supplies it. After a single shot with outcome 0, the formula returns $6E_0-I$, whose eigenvalues are $2$ and $-1$.

Q: Could other coefficients represent the same matrix?

A: No, because the effects are linearly independent. Suppose $\sum_kg_kE_k=0$ and put $S=\sum_kg_k$. Tracing against $E_j$ gives
$$\tfrac16g_j+\tfrac1{12}S=0.$$
Summing over $j$ gives $\tfrac12S=0$, and hence every $g_j=0$. In the proof, `h0` to `h3` are these four equations, and the final combinations eliminate $S$.

```lean
/-- The four effects are linearly independent over the complex numbers. -/
theorem effect_linearIndependent : LinearIndependent ℂ effect := by
  rw [Fintype.linearIndependent_iff]
  intro g hg
  -- trace the vanishing combination against each effect
  have h : ∀ j, ∑ k, g k * (if k = j then 1 / 4 else 1 / 12 : ℂ) = 0 := by
    intro j
    have h' := congrArg (fun M => (M * effect j).trace) hg
    simp only [Finset.sum_mul, Matrix.trace_sum, Matrix.smul_mul, Matrix.trace_smul,
      smul_eq_mul, trace_effect_mul, zero_mul, Matrix.trace_zero] at h'
    exact h'
  have h0 := h 0
  have h1 := h 1
  have h2 := h 2
  have h3 := h 3
  simp [Fin.sum_univ_four] at h0 h1 h2 h3
  intro i
  fin_cases i
  · show g 0 = 0
    linear_combination 6 * h0 - (h0 + h1 + h2 + h3)
  · show g 1 = 0
    linear_combination 6 * h1 - (h0 + h1 + h2 + h3)
  · show g 2 = 0
    linear_combination 6 * h2 - (h0 + h1 + h2 + h3)
  · show g 3 = 0
    linear_combination 6 * h3 - (h0 + h1 + h2 + h3)
```

Q: Suppose I only want an expectation value.

A: Insert the reconstruction of $A$ into $\mathrm{Tr}(\rho A)$ and use linearity:
$$\mathrm{Tr}(\rho A)=\sum_k\mathrm{Tr}(\rho E_k)\,\bigl(6\,\mathrm{Tr}(AE_k)-\mathrm{Tr}A\bigr).$$
The proof does just that, rewriting $A$ on the left only. For a single qubit with ideal outcome probabilities, one measurement setting thus gives the expectation value of every observable: each outcome is assigned a number that depends on $A$ but not on $\rho$, and these numbers are averaged.

```lean
/-- The value `Tr(ρ A)` is the sum over outcomes of `Tr(ρ E_k)` times the number
`6 Tr(A E_k) - Tr A`, which does not depend on `ρ`. -/
theorem expectation_from_outcomes (ρ A : Matrix (Fin 2) (Fin 2) ℂ) :
    (ρ * A).trace =
      ∑ k, (ρ * effect k).trace * (6 * (A * effect k).trace - A.trace) := by
  conv_lhs => rw [reconstruction A]
  rw [Finset.mul_sum, Matrix.trace_sum]
  refine Finset.sum_congr rfl fun k _ => ?_
  rw [Matrix.mul_smul, Matrix.trace_smul, smul_eq_mul, mul_comm]

end

end TetrahedralPOVM
```

```lean
#print axioms TetrahedralPOVM.effect_posSemidef
#print axioms TetrahedralPOVM.state_reconstruction
#print axioms TetrahedralPOVM.effect_linearIndependent
#print axioms TetrahedralPOVM.expectation_from_outcomes
```

```
'TetrahedralPOVM.effect_posSemidef' depends on axioms: [propext, Classical.choice, Quot.sound]
'TetrahedralPOVM.state_reconstruction' depends on axioms: [propext, Classical.choice, Quot.sound]
'TetrahedralPOVM.effect_linearIndependent' depends on axioms: [propext, Classical.choice, Quot.sound]
'TetrahedralPOVM.expectation_from_outcomes' depends on axioms: [propext, Classical.choice, Quot.sound]
```
